# With energy-optimized trial states from a fixed set, ⟨D⟩ never increases with the field F in H + F D

## Trial states in a static field

Place a molecule in a uniform electric field and optimize a variational wave function at several field strengths. The induced dipole is read off from the optimized states. For the exact ground state in a finite basis, the dipole component along the field cannot decrease as the field grows. A trial state is only approximate, and its error may change with the field, so it is not obvious that its dipole follows the same rule.

Let $H$ be the Hamiltonian without the field, $F$ the real field strength and $D$ the operator that couples to it, so that the Hamiltonian is $H+FD$. For an electric field $D$ is minus the dipole component along the field, and a dipole that grows with the field means a falling $\langle D\rangle$. The trial states form a set $T$ of unit vectors, the same at every field. In variational Monte Carlo, $T$ could be one wave function form evaluated on a grid of parameter values.

## Concave energy and falling ⟨D⟩

For a finite nonempty $T$, define the optimized energy

$$E(F)=\min_{\psi\in T}\langle\psi,(H+FD)\psi\rangle .$$

The theorem `optimized_energy_response` says three things:

- $E$ is concave on the whole real line.
- At every $F$ some vector in $T$ attains the minimum.
- If $\psi$ is a minimizer at $F$ and $\psi'$ is a minimizer at $F'>F$, then $\langle\psi',D\psi'\rangle\le\langle\psi,D\psi\rangle$.

The third statement also holds for infinite trial sets whenever the two minimizers exist (`response_sign`). It is strict if $\psi$ is no longer a minimizer at $F'$ (`response_strict`). Where $E$ is differentiable, its slope is $\langle D\rangle$ in any minimizer (`hellmann_feynman`).

In Lean, `H` and `D` are complex square matrices over a finite index type `n`, which stands for a finite orthonormal basis, and a state is a function `n → ℂ`. The number `mean A ψ` is the real part of $\langle\psi,A\psi\rangle$. For Hermitian $A$ this is the whole of $\langle\psi,A\psi\rangle$, by `expectation_eq_mean`. `IsOptimal H D T F ψ` says that `ψ` lies in `T` and that no member of `T` has a lower energy at field `F`. `optimizedEnergy` is $E$, with the minimum written as `T.inf'`.

The theorems about minimizers and about $E$ assume neither Hermitian matrices nor unit vectors. The physical reading needs both, because `mean` keeps only the real part of $\langle\psi,A\psi\rangle$ and does not divide by $\langle\psi,\psi\rangle$.

For finite-field calculations in variational Monte Carlo, the result says that energy optimization cannot give a response of the wrong sign, provided that the trial set does not change with the field, the minimum is global and the expectation values carry no sampling noise. The Lean theorems are stated for a finite basis. Variational Monte Carlo usually works in continuous space, where the two comparisons of the next section hold unchanged if $H$ and $D$ have finite expectation values in the normalized trial states. An optimizer that stops in a local minimum that is not global does not meet the hypothesis `IsOptimal`.

## Two comparisons fix the sign

The energy of a fixed trial vector $\phi$ is a straight line in the field:

$$\langle\phi,(H+FD)\phi\rangle=\langle\phi,H\phi\rangle+F\langle\phi,D\phi\rangle .$$

Let $\psi$ and $\psi'$ be minimizers at $F<F'$. Each is compared with the other at its own field:

$$\langle\psi,H\psi\rangle+F\langle\psi,D\psi\rangle\le\langle\psi',H\psi'\rangle+F\langle\psi',D\psi'\rangle,$$

$$\langle\psi',H\psi'\rangle+F'\langle\psi',D\psi'\rangle\le\langle\psi,H\psi\rangle+F'\langle\psi,D\psi\rangle .$$

In the sum of the two lines the terms with $H$ cancel, which leaves

$$(F'-F)\langle\psi',D\psi'\rangle\le(F'-F)\langle\psi,D\psi\rangle .$$

Division by $F'-F>0$ gives the claim. If $\psi$ is not a minimizer at $F'$, the second comparison is strict, and so is the result.

## The lower envelope of straight lines

A finite nonempty set of real energies has a smallest element, so a minimizer exists at every field. For concavity, take fields $x,y$ and weights $a,b\ge0$ with $a+b=1$. For every $\phi\in T$, the straight line gives

$$\langle\phi,(H+(ax+by)D)\phi\rangle=a\langle\phi,(H+xD)\phi\rangle+b\langle\phi,(H+yD)\phi\rangle\ge aE(x)+bE(y).$$

The minimum of the left side over $\phi$ is $E(ax+by)$, hence $E(ax+by)\ge aE(x)+bE(y)$.

For the slope, let $\psi$ be a minimizer at $F$ and consider

$$g(x)=E(x)-\langle\psi,(H+xD)\psi\rangle .$$

This function is never positive, and it vanishes at $x=F$, so it has a maximum there. If $E$ has derivative $e$ at $F$, then $0=g'(F)=e-\langle\psi,D\psi\rangle$. It follows that $E$ has no derivative at a field where two minimizers have different $\langle D\rangle$.

## Variance optimization can follow the upper level

Trial states can also be chosen by the lowest energy variance, and then the sign is not guaranteed. Take $H=\sigma_z$ and $D=\sigma_x$, and let $x,y$ now be the real amplitudes of a two-level state with $x^2+y^2=1$. Since $(\sigma_z+F\sigma_x)^2=(1+F^2)\,\mathbb 1$, the variance is

$$1+F^2-(x^2-y^2+2Fxy)^2 .$$

Let the trial set contain only $(1,0)$ and $(4/5,3/5)$.

| State | Variance at $F=0$ | Variance at $F=24/7$ | $\langle\sigma_x\rangle=2xy$ |
|---|---|---|---|
| $(1,0)$ | $0$ | $576/49$ | $0$ |
| $(4/5,3/5)$ | $576/625$ | $0$ | $24/25$ |

The variance selects the first state at $F=0$ and the second at $F=24/7$, so $\langle D\rangle$ rises from $0$ to $24/25$. At its own field each selected state is the upper eigenstate, with energy $1$ and $25/7$ respectively. The variance vanishes in every eigenstate and does not favour the lower one. The energy makes the opposite choice at both fields, and $\langle D\rangle$ then falls from $24/25$ to $0$.

## The Lean file

```lean
import Mathlib

open Matrix

namespace OptimizedFieldResponse

noncomputable section

variable {n : Type*} [Fintype n]

/-- The real part of the expectation value `⟨ψ, A ψ⟩`. -/
def mean (A : Matrix n n ℂ) (ψ : n → ℂ) : ℝ := (star ψ ⬝ᵥ A *ᵥ ψ).re

/-- The Hamiltonian `H + F D` in an external field of strength `F`. -/
def fieldHamiltonian (H D : Matrix n n ℂ) (F : ℝ) : Matrix n n ℂ := H + (F : ℂ) • D

/-- The trial vector `ψ` belongs to the trial set `T` and has the lowest energy in `T`
at field strength `F`. -/
def IsOptimal (H D : Matrix n n ℂ) (T : Set (n → ℂ)) (F : ℝ) (ψ : n → ℂ) : Prop :=
  ψ ∈ T ∧ ∀ φ ∈ T, mean (fieldHamiltonian H D F) ψ ≤ mean (fieldHamiltonian H D F) φ

/-- The optimized energy: the minimum of the real part of `⟨ψ, (H + F D) ψ⟩` over a finite nonempty
set of trial vectors. -/
def optimizedEnergy (H D : Matrix n n ℂ) (T : Finset (n → ℂ)) (hT : T.Nonempty)
    (F : ℝ) : ℝ :=
  T.inf' hT (fun ψ => mean (fieldHamiltonian H D F) ψ)

/-- For a Hermitian matrix the expectation value is real, so `mean` is all of it. -/
theorem expectation_eq_mean {A : Matrix n n ℂ} (hA : A.IsHermitian) (ψ : n → ℂ) :
    star ψ ⬝ᵥ A *ᵥ ψ = (mean A ψ : ℂ) := by
  have h : star (star ψ ⬝ᵥ A *ᵥ ψ) = star ψ ⬝ᵥ A *ᵥ ψ := by
    rw [← Matrix.star_dotProduct, Matrix.star_mulVec, hA.eq, ← Matrix.dotProduct_mulVec]
  exact (Complex.conj_eq_iff_re.mp h).symm

/-- The energy of a fixed trial vector is affine in the field, with slope `mean D ψ`. -/
theorem mean_field (H D : Matrix n n ℂ) (F : ℝ) (ψ : n → ℂ) :
    mean (fieldHamiltonian H D F) ψ = mean H ψ + F * mean D ψ := by
  simp [mean, fieldHamiltonian, Matrix.add_mulVec, Matrix.smul_mulVec, dotProduct_add,
    dotProduct_smul]

/-- If `ψ` and `ψ'` have the lowest energy in the same trial set, finite or not, at fields `F < F'`,
then `mean D ψ'` is at most `mean D ψ`. -/
theorem response_sign {H D : Matrix n n ℂ} {T : Set (n → ℂ)} {F F' : ℝ} {ψ ψ' : n → ℂ}
    (hF : F < F') (h : IsOptimal H D T F ψ) (h' : IsOptimal H D T F' ψ') :
    mean D ψ' ≤ mean D ψ := by
  -- each minimizer is compared with the other one at its own field
  have h1 := h.2 ψ' h'.1
  have h2 := h'.2 ψ h.1
  rw [mean_field, mean_field] at h1 h2
  have h3 : (F' - F) * mean D ψ' ≤ (F' - F) * mean D ψ := by linarith
  exact le_of_mul_le_mul_left h3 (sub_pos.2 hF)

/-- If the minimizer `ψ` at `F` is no longer optimal at the larger field `F'`, then `mean D` is
strictly smaller in any minimizer at `F'`. -/
theorem response_strict {H D : Matrix n n ℂ} {T : Set (n → ℂ)} {F F' : ℝ} {ψ ψ' : n → ℂ}
    (hF : F < F') (h : IsOptimal H D T F ψ) (h' : IsOptimal H D T F' ψ')
    (hne : ¬ IsOptimal H D T F' ψ) : mean D ψ' < mean D ψ := by
  have h1 := h.2 ψ' h'.1
  have h2 : mean (fieldHamiltonian H D F') ψ' < mean (fieldHamiltonian H D F') ψ := by
    by_contra hc
    exact hne ⟨h.1, fun φ hφ => (not_lt.mp hc).trans (h'.2 φ hφ)⟩
  rw [mean_field, mean_field] at h1 h2
  have h3 : (F' - F) * mean D ψ' < (F' - F) * mean D ψ := by linarith
  exact lt_of_mul_lt_mul_left h3 (sub_pos.2 hF).le

/-- The optimized energy is a lower bound to the energy of every trial vector in the set. -/
theorem optimizedEnergy_le (H D : Matrix n n ℂ) {T : Finset (n → ℂ)} (hT : T.Nonempty)
    (F : ℝ) {φ : n → ℂ} (hφ : φ ∈ T) :
    optimizedEnergy H D T hT F ≤ mean (fieldHamiltonian H D F) φ :=
  Finset.inf'_le (fun ψ => mean (fieldHamiltonian H D F) ψ) hφ

/-- For a finite nonempty trial set the optimized energy is concave in the field, a minimizer exists
at every field, and `mean D` in the minimizers never increases with the field. -/
theorem optimized_energy_response (H D : Matrix n n ℂ) (T : Finset (n → ℂ))
    (hT : T.Nonempty) :
    ConcaveOn ℝ Set.univ (optimizedEnergy H D T hT) ∧
    (∀ F, ∃ ψ, IsOptimal H D (T : Set (n → ℂ)) F ψ) ∧
    ∀ F F' ψ ψ', F < F' → IsOptimal H D (T : Set (n → ℂ)) F ψ →
      IsOptimal H D (T : Set (n → ℂ)) F' ψ' → mean D ψ' ≤ mean D ψ := by
  refine ⟨⟨convex_univ, ?_⟩, ?_, fun F F' ψ ψ' hF h h' => response_sign hF h h'⟩
  · -- a minimum of affine functions is concave
    intro x _ y _ a b ha hb hab
    simp only [smul_eq_mul]
    apply Finset.le_inf'
    intro φ hφ
    have h1 := mul_le_mul_of_nonneg_left (optimizedEnergy_le H D hT x hφ) ha
    have h2 := mul_le_mul_of_nonneg_left (optimizedEnergy_le H D hT y hφ) hb
    rw [mean_field] at h1 h2 ⊢
    have h3 : mean H φ + (a * x + b * y) * mean D φ
        = a * (mean H φ + x * mean D φ) + b * (mean H φ + y * mean D φ) := by
      linear_combination (-(mean H φ)) * hab
    linarith
  · intro F
    obtain ⟨ψ, hψ, hmin⟩ :=
      Finset.exists_min_image T (fun ψ => mean (fieldHamiltonian H D F) ψ) hT
    exact ⟨ψ, hψ, hmin⟩

/-- Hellmann–Feynman relation for optimized energies: where the optimized energy is differentiable
in the field, its slope is `mean D ψ` for any minimizer `ψ`. -/
theorem hellmann_feynman {H D : Matrix n n ℂ} {T : Finset (n → ℂ)} (hT : T.Nonempty)
    {F e : ℝ} {ψ : n → ℂ} (h : IsOptimal H D (T : Set (n → ℂ)) F ψ)
    (he : HasDerivAt (optimizedEnergy H D T hT) e F) : e = mean D ψ := by
  have h1 : HasDerivAt (fun x : ℝ => mean (fieldHamiltonian H D x) ψ) (mean D ψ) F := by
    have h0 : HasDerivAt (fun x : ℝ => mean H ψ + x * mean D ψ) (1 * mean D ψ) F :=
      ((hasDerivAt_id' F).mul_const _).const_add _
    simpa only [mean_field, one_mul] using h0
  have h2 : mean (fieldHamiltonian H D F) ψ ≤ optimizedEnergy H D T hT F := by
    apply Finset.le_inf'
    intro φ hφ
    exact h.2 φ hφ
  -- the optimized energy touches the straight line of `ψ` from below
  have hmax : IsLocalMax
      (fun x => optimizedEnergy H D T hT x - mean (fieldHamiltonian H D x) ψ) F := by
    refine Filter.Eventually.of_forall fun x => ?_
    change optimizedEnergy H D T hT x - mean (fieldHamiltonian H D x) ψ
      ≤ optimizedEnergy H D T hT F - mean (fieldHamiltonian H D F) ψ
    have h3 := optimizedEnergy_le H D hT x (φ := ψ) h.1
    linarith
  have h4 := hmax.hasDerivAt_eq_zero (he.fun_sub h1)
  linarith

/-- The energy variance `⟨A²⟩ - ⟨A⟩²` of a Hermitian matrix `A` in a unit vector `ψ`. -/
def variance (A : Matrix n n ℂ) (ψ : n → ℂ) : ℝ := mean (A * A) ψ - mean A ψ ^ 2

/-- The Pauli matrix `σz`. -/
def pauliZ : Matrix (Fin 2) (Fin 2) ℂ := !![1, 0; 0, -1]

/-- The Pauli matrix `σx`. -/
def pauliX : Matrix (Fin 2) (Fin 2) ℂ := !![0, 1; 1, 0]

/-- The two-level state with real amplitudes `x` and `y`. -/
def realState (x y : ℝ) : Fin 2 → ℂ := ![(x : ℂ), (y : ℂ)]

/-- The variance of `σz + F σx` in a unit vector with real amplitudes `x` and `y`. -/
theorem variance_twoLevel (F x y : ℝ) (hxy : x ^ 2 + y ^ 2 = 1) :
    variance (fieldHamiltonian pauliZ pauliX F) (realState x y)
      = 1 + F ^ 2 - (x ^ 2 - y ^ 2 + 2 * F * x * y) ^ 2 := by
  have hsq : fieldHamiltonian pauliZ pauliX F * fieldHamiltonian pauliZ pauliX F
      = !![((1 + F ^ 2 : ℝ) : ℂ), 0; 0, ((1 + F ^ 2 : ℝ) : ℂ)] := by
    ext i j
    fin_cases i <;> fin_cases j <;>
      simp [fieldHamiltonian, pauliZ, pauliX, Matrix.mul_apply, Fin.sum_univ_two] <;> ring
  have h1 : mean !![((1 + F ^ 2 : ℝ) : ℂ), 0; 0, ((1 + F ^ 2 : ℝ) : ℂ)] (realState x y)
      = (1 + F ^ 2) * (x ^ 2 + y ^ 2) := by
    generalize 1 + F ^ 2 = c
    simp [mean, realState, dotProduct, Matrix.mulVec, Fin.sum_univ_two]
    ring
  have h2 : mean (fieldHamiltonian pauliZ pauliX F) (realState x y)
      = x ^ 2 - y ^ 2 + 2 * F * x * y := by
    rw [mean_field]
    simp [mean, pauliZ, pauliX, realState, dotProduct, Matrix.mulVec, Fin.sum_univ_two]
    ring
  rw [variance, hsq, h1, h2, hxy, mul_one]

/-- Variance optimization can give the wrong sign: for `σz + F σx` and the trial vectors
`(1, 0)` and `(4/5, 3/5)`, the first has the lower variance at `F = 0` and the second at
`F = 24/7`, yet `⟨σx⟩` is larger in the second. -/
theorem variance_wrong_sign :
    variance (fieldHamiltonian pauliZ pauliX 0) (realState 1 0)
      < variance (fieldHamiltonian pauliZ pauliX 0) (realState (4 / 5) (3 / 5)) ∧
    variance (fieldHamiltonian pauliZ pauliX (24 / 7)) (realState (4 / 5) (3 / 5))
      < variance (fieldHamiltonian pauliZ pauliX (24 / 7)) (realState 1 0) ∧
    mean pauliX (realState 1 0) < mean pauliX (realState (4 / 5) (3 / 5)) := by
  have hX : ∀ x y : ℝ, mean pauliX (realState x y) = 2 * x * y := by
    intro x y
    simp [mean, pauliX, realState, dotProduct, Matrix.mulVec, Fin.sum_univ_two]
    ring
  have ha : (1 : ℝ) ^ 2 + 0 ^ 2 = 1 := by norm_num
  have hb : (4 / 5 : ℝ) ^ 2 + (3 / 5) ^ 2 = 1 := by norm_num
  rw [variance_twoLevel _ _ _ ha, variance_twoLevel _ _ _ hb, variance_twoLevel _ _ _ ha,
    variance_twoLevel _ _ _ hb, hX, hX]
  norm_num

end

end OptimizedFieldResponse
```

```lean
#print axioms OptimizedFieldResponse.response_strict
-- 'OptimizedFieldResponse.response_strict' depends on axioms: [propext, Classical.choice, Quot.sound]
#print axioms OptimizedFieldResponse.optimized_energy_response
-- 'OptimizedFieldResponse.optimized_energy_response' depends on axioms: [propext, Classical.choice, Quot.sound]
#print axioms OptimizedFieldResponse.hellmann_feynman
-- 'OptimizedFieldResponse.hellmann_feynman' depends on axioms: [propext, Classical.choice, Quot.sound]
#print axioms OptimizedFieldResponse.variance_wrong_sign
-- 'OptimizedFieldResponse.variance_wrong_sign' depends on axioms: [propext, Classical.choice, Quot.sound]
```

## From the straight line to the sign in Lean

`expectation_eq_mean` shows that $\langle\psi,A\psi\rangle$ equals its own complex conjugate when $A$ is Hermitian, and is therefore equal to its real part. `mean_field` is the straight line in $F$, and the proofs of the sign, the concavity and the slope all use it.

In `response_sign`, `h1` and `h2` are the two comparisons. After both are rewritten with `mean_field`, `linarith` adds them and cancels the terms with `H`. The lemma `le_of_mul_le_mul_left` then divides by `F' - F`. `response_strict` follows the same steps with strict inequalities from `h2` onwards. There `h2` is proved by contradiction: if `ψ'` were not strictly lower than `ψ` at `F'`, then `ψ` would be a minimizer there as well.

## Concavity and slope in Lean

`optimizedEnergy_le` states that $E(F)$ is at most the energy of any trial vector in the set. In the concavity part of `optimized_energy_response`, `Finset.le_inf'` reduces a lower bound on the minimum to a lower bound for each `φ`. The inequalities `h1` and `h2` are the bounds at fields `x` and `y`, multiplied by the weights. The identity `h3` splits the straight line at `a * x + b * y`, and this is where $a+b=1$ enters, as `hab`. The existence of a minimizer comes from `Finset.exists_min_image`, and the last part is `response_sign` applied to the finite set.

In `hellmann_feynman`, `h1` is the derivative of the straight line of `ψ`, and `h2` says that the energy of `ψ` at `F` is no higher than the optimized energy. Together with `optimizedEnergy_le`, this gives `hmax`, the maximum of $g$ at $F$. The derivative of $g$ is zero there by `hasDerivAt_eq_zero`.

## The two-level numbers in Lean

`variance_twoLevel` computes the square of the Hamiltonian in `hsq`, the mean of that square in `h1` and the mean energy in `h2`. The assumption `hxy` is the normalization of the state. `variance_wrong_sign` inserts the two states and the two fields, and `norm_num` decides the three remaining inequalities between rational numbers.
